# For a smooth, even free energy, the mean of internal and free energy differs from F(0) by −F''''(0)T⁴/24 + o(T⁴)

The declaration concerns a real function F of temperature, with internal energy E = F − TF', and the mean (E + F)/2 taken as an estimate of the zero-temperature value F(0). It states that the error of this estimate, divided by T⁴, tends to −F''''(0)/24 as T tends to zero through non-zero values. F is assumed to be even and four times continuously differentiable on the whole real line, negative T included; no Hamiltonian or particular electronic system enters. The attempt applies l'Hôpital's rule twice, then reads the limit off the difference quotient of F''' at zero, where F''' vanishes because F is even.

As first written in Lean, the proof fails:

```lean
import Mathlib

open Filter Topology Asymptotics

namespace MeanEnergyQuarticLimit

noncomputable section

/-- The internal energy `E = F - T F'` belonging to the free energy `F` at temperature `T`. -/
def internalEnergy (F : ℝ → ℝ) (T : ℝ) : ℝ := F T - T * deriv F T

/-- The arithmetic mean of internal energy and free energy at temperature `T`. -/
def meanEnergy (F : ℝ → ℝ) (T : ℝ) : ℝ := (internalEnergy F T + F T) / 2

/-- Every derivative of odd order of an even free energy vanishes at zero temperature. -/
theorem odd_derivative_zero {F : ℝ → ℝ} (heven : ∀ T, F (-T) = F T) {k : ℕ} (hk : Odd k) :
    iteratedDeriv k F 0 = 0 := by
  have h := iteratedDeriv_comp_neg k F 0
  have hfun : (fun T => F (-T)) = F := funext heven
  rw [hfun, neg_zero, hk.neg_one_pow, neg_one_smul] at h
  linarith

/-- For a free energy that is `n` times continuously differentiable, the derivative of order
`k < n` is differentiable, and its derivative is the one of order `k + 1`. -/
theorem hasDerivAt_iterated {F : ℝ → ℝ} {n : WithTop ℕ∞} (hF : ContDiff ℝ n F) (k : ℕ)
    (hk : (k : WithTop ℕ∞) < n) (T : ℝ) :
    HasDerivAt (iteratedDeriv k F) (iteratedDeriv (k + 1) F T) T := by
  rw [iteratedDeriv_succ]
  exact (hF.differentiable_iteratedDeriv k hk T).hasDerivAt

/-- A function that vanishes at zero temperature and is differentiable there tends to zero. -/
theorem tendsto_zero {g : ℝ → ℝ} {c : ℝ} (h : HasDerivAt g c 0) (h0 : g 0 = 0) :
    Tendsto g (𝓝[≠] 0) (𝓝 0) := by
  have h1 : Tendsto g (𝓝[≠] 0) (𝓝 (g 0)) :=
    h.continuousAt.tendsto.mono_left nhdsWithin_le_nhds
  rwa [h0] at h1

/-- If `g` vanishes at zero temperature and has derivative `c` there, then `g(T)/T` tends
to `c`. -/
theorem tendsto_div_self {g : ℝ → ℝ} {c : ℝ} (h : HasDerivAt g c 0) (h0 : g 0 = 0) :
    Tendsto (fun T => g T / T) (𝓝[≠] 0) (𝓝 c) := by
  refine (hasDerivAt_iff_tendsto_slope.mp h).congr fun T => ?_
  simp [slope_def_field, h0]

/-- L'Hôpital's rule at zero temperature: if `f` and `g` are differentiable and vanish at `0`,
and `g'` has no zero elsewhere, then `f/g` inherits the limit of `f'/g'`. -/
theorem lhopital_at_zero {f f' g g' : ℝ → ℝ} {L : ℝ}
    (hf : ∀ T, HasDerivAt f (f' T) T) (hg : ∀ T, HasDerivAt g (g' T) T)
    (f0 : f 0 = 0) (g0 : g 0 = 0) (hne : ∀ T, T ≠ 0 → g' T ≠ 0)
    (h : Tendsto (fun T => f' T / g' T) (𝓝[≠] 0) (𝓝 L)) :
    Tendsto (fun T => f T / g T) (𝓝[≠] 0) (𝓝 L) := by
  refine HasDerivAt.lhopital_zero_nhdsNE (Eventually.of_forall hf) (Eventually.of_forall hg)
    ?_ (tendsto_zero (hf 0) f0) (tendsto_zero (hg 0) g0) h
  filter_upwards [self_mem_nhdsWithin] with T hT using hne T hT

/-- For an even, four times continuously differentiable free energy, the error of the mean of
`E` and `F` as an estimate of `F(0)`, divided by `T⁴`, tends to `-F''''(0)/24`. -/
theorem meanEnergy_quartic_limit {F : ℝ → ℝ} (hF : ContDiff ℝ 4 F)
    (heven : ∀ T, F (-T) = F T) :
    Tendsto (fun T => (meanEnergy F T - F 0) / T ^ 4) (𝓝[≠] 0)
      (𝓝 (-iteratedDeriv 4 F 0 / 24)) := by
  have h0 : ∀ T, HasDerivAt F (deriv F T) T := fun T =>
    (hF.differentiable (by norm_num) T).hasDerivAt
  have h1 : ∀ T, HasDerivAt (deriv F) (iteratedDeriv 2 F T) T := by
    intro T
    have h : HasDerivAt (iteratedDeriv 1 F) (iteratedDeriv 2 F T) T :=
      hasDerivAt_iterated hF 1 (by norm_num) T
    rwa [iteratedDeriv_one] at h
  have h2 : ∀ T, HasDerivAt (iteratedDeriv 2 F) (iteratedDeriv 3 F T) T :=
    hasDerivAt_iterated hF 2 (by exact_mod_cast (by norm_num : (2 : ℕ) < 4))
  have h3 : HasDerivAt (iteratedDeriv 3 F) (iteratedDeriv 4 F 0) 0 :=
    hasDerivAt_iterated hF 3 (by exact_mod_cast (by norm_num : (3 : ℕ) < 4)) 0
  have d0 : deriv F 0 = 0 := by
    have h := odd_derivative_zero heven (k := 1) (by decide)
    rwa [iteratedDeriv_one] at h
  -- first use of l'Hôpital's rule: the error has derivative (F' - T F'')/2
  refine lhopital_at_zero (f' := fun T => (deriv F T - T * iteratedDeriv 2 F T) / 2)
    (g' := fun T => 4 * T ^ 3) (fun T => ?_)
    (fun T => (hasDerivAt_pow 4 T).congr_deriv (by norm_num))
    (by simp [meanEnergy, internalEnergy]) (by norm_num)
    (fun T hT => mul_ne_zero (by norm_num) (pow_ne_zero 3 hT)) ?_
  · have h := ((((h0 T).fun_sub ((hasDerivAt_id' T).fun_mul (h1 T))).fun_add
      (h0 T)).div_const 2).sub_const (F 0)
    refine h.congr_deriv ?_
    ring
  -- second use: the terms in F'' cancel and only -T F'''/2 is left
  refine lhopital_at_zero (f' := fun T => -(T * iteratedDeriv 3 F T) / 2)
    (g' := fun T => 12 * T ^ 2) (fun T => ?_)
    (fun T => ((hasDerivAt_pow 3 T).const_mul 4).congr_deriv (by norm_num <;> ring))
    (by simp [d0]) (by norm_num)
    (fun T hT => mul_ne_zero (by norm_num) (pow_ne_zero 2 hT)) ?_
  · have h := ((h1 T).fun_sub ((hasDerivAt_id' T).fun_mul (h2 T))).div_const 2
    refine h.congr_deriv ?_
    ring
  -- the remaining quotient is a difference quotient of F''' at zero
  have h := (tendsto_div_self h3 (odd_derivative_zero heven (by decide))).neg.div_const 24
  refine h.congr' ?_
  filter_upwards [self_mem_nhdsWithin] with T hT
  have hT' : T ≠ 0 := hT
  field_simp
  norm_num

end

end MeanEnergyQuarticLimit
```

Lean reports:

```
Main.lean:61:41: error: unsolved goals
F : ℝ → ℝ
hF : ContDiff ℝ 4 F
heven : ∀ (T : ℝ), F (-T) = F T
h0 : ∀ (T : ℝ), HasDerivAt F (deriv F T) T
h1 : ∀ (T : ℝ), HasDerivAt (deriv F) (iteratedDeriv 2 F T) T
h2 : ∀ (T : ℝ), HasDerivAt (iteratedDeriv 2 F) (iteratedDeriv 3 F T) T
h3 : HasDerivAt (iteratedDeriv 3 F) (iteratedDeriv 4 F 0) 0
d0 : deriv F 0 = 0
h : Tendsto (fun a => -(iteratedDeriv 3 F a / a) / 24) (𝓝[≠] 0) (𝓝 (-iteratedDeriv 4 F 0 / 24))
T : ℝ
hT : T ∈ {0}ᶜ
hT' : T ≠ 0
⊢ iteratedDeriv 3 F T * 2 * 12 = iteratedDeriv 3 F T * 24
```

The one error is an unsolved goal at the very end of the main theorem, where the quotient left by l'Hôpital's rule is matched with −1/24 times F'''(T)/T. After `field_simp`, the closing `norm_num` simplifies the goal but leaves `iteratedDeriv 3 F T * 2 * 12 = iteratedDeriv 3 F T * 24`.

This equation is true, but its left side is bracketed as (F'''(T) · 2) · 12. The numerals 2 and 12 therefore do not form a product of their own that `norm_num` could evaluate to 24, and it does not regroup the factors here. Putting `ring` in its place cures this, since `ring` normalises both sides as commutative-ring expressions, collects the numerical factors and finds the sides equal.

The other two changes are tidying. Replacing `norm_num <;> ring` by `norm_num; ring` concerns a step that raised no error, and the reworded comment merely supplies the factor −1/24 that the old one left out.

The change, after which it compiles:

```diff
@@ -87,5 +87,5 @@
   refine lhopital_at_zero (f' := fun T => -(T * iteratedDeriv 3 F T) / 2)
     (g' := fun T => 12 * T ^ 2) (fun T => ?_)
-    (fun T => ((hasDerivAt_pow 3 T).const_mul 4).congr_deriv (by norm_num <;> ring))
+    (fun T => ((hasDerivAt_pow 3 T).const_mul 4).congr_deriv (by norm_num; ring))
     (by simp [d0]) (by norm_num)
     (fun T hT => mul_ne_zero (by norm_num) (pow_ne_zero 2 hT)) ?_
@@ -93,5 +93,5 @@
     refine h.congr_deriv ?_
     ring
-  -- the remaining quotient is a difference quotient of F''' at zero
+  -- the remaining quotient is -1/24 times the difference quotient of F''' at zero
   have h := (tendsto_div_self h3 (odd_derivative_zero heven (by decide))).neg.div_const 24
   refine h.congr' ?_
@@ -99,5 +99,5 @@
   have hT' : T ≠ 0 := hT
   field_simp
-  norm_num
+  ring
 
 end
```
